# On the unit sphere, four triplet gap fields of D4h vanish at most at the poles, and a mirror-odd scalar gap vanishes on the equator

Let ξ be the real band energy measured from the chemical potential, and let d be a real three-component vector. With Pauli matrices σx, σy, σz, the triplet gap matrix and the Bogoliubov-de Gennes (BdG) matrix are

Δ = i (d·σ) σy

H = [[ξ·1, Δ], [Δ†, −ξ·1]].

The band is single and spin-independent with ξ(−k) = ξ(k), and the pairing is mean-field. Lean's indices 0, 1, 2 stand for x, y, z.

```lean
import Mathlib

open Matrix

namespace TripletGapInvariants

noncomputable section

/-- The triplet gap matrix `i (d·σ) σy` of a real vector `d`. -/
def tripletGap (d : Fin 3 → ℝ) : Matrix (Fin 2) (Fin 2) ℂ :=
  Complex.I • (((d 0 : ℂ) • !![0, 1; 1, 0] + (d 1 : ℂ) • !![0, -Complex.I; Complex.I, 0]
    + (d 2 : ℂ) • !![1, 0; 0, -1]) * !![0, -Complex.I; Complex.I, 0])

/-- The 4x4 Bogoliubov-de Gennes matrix with band energy `ξ` and triplet vector `d`. -/
def bdg (ξ : ℝ) (d : Fin 3 → ℝ) : Matrix (Fin 2 ⊕ Fin 2) (Fin 2 ⊕ Fin 2) ℂ :=
  fromBlocks ((ξ : ℂ) • 1) (tripletGap d) (tripletGap d)ᴴ (-((ξ : ℂ) • 1))
```

D4h consists of the 16 matrices R that multiply the coordinates by signs, with or without exchanging x and y.

```lean
/-- The operation that multiplies the three coordinates by `a`, `b`, `c`. -/
def straight (a b c : ℝ) : Matrix (Fin 3) (Fin 3) ℝ := !![a, 0, 0; 0, b, 0; 0, 0, c]

/-- The operation that exchanges the x and y axes, with factors `a`, `b`, `c`. -/
def swapped (a b c : ℝ) : Matrix (Fin 3) (Fin 3) ℝ := !![0, a, 0; b, 0, 0; 0, 0, c]

/-- The point group D4h: all sign choices, with or without exchange of the x and y axes. -/
def D4h : Set (Matrix (Fin 3) (Fin 3) ℝ) :=
  {R | ∃ a b c : ℝ, a ^ 2 = 1 ∧ b ^ 2 = 1 ∧ c ^ 2 = 1 ∧
    (R = straight a b c ∨ R = swapped a b c)}
```

Each channel j has a representative field dⱼ(k) and a character χⱼ(R). Let s(R), `swapSign` in the code, be +1 if R keeps the x and y axes and −1 if it exchanges them.

- A1u: d = (kx, ky, kz), χ = det R
- A2u: d = (ky, −kx, 0), χ = Rzz
- B1u: d = (kx, −ky, 0), χ = s det R
- B2u: d = (ky, kx, 0), χ = s Rzz

```lean
/-- Labels of the four one-dimensional odd-parity channels of D4h. -/
inductive Channel
  | A1u | A2u | B1u | B2u

/-- The triplet vector field `d(k)` of each channel. -/
def gapField : Channel → (Fin 3 → ℝ) → (Fin 3 → ℝ)
  | .A1u, k => k
  | .A2u, k => ![k 1, -k 0, 0]
  | .B1u, k => ![k 0, -k 1, 0]
  | .B2u, k => ![k 1, k 0, 0]

/-- On D4h this is `1` if the x and y axes are kept and `-1` if they are exchanged. -/
def swapSign (R : Matrix (Fin 3) (Fin 3) ℝ) : ℝ := R 0 0 ^ 2 - R 0 1 ^ 2

/-- The character of each channel as a function of the operation `R`. -/
def character : Channel → Matrix (Fin 3) (Fin 3) ℝ → ℝ
  | .A1u, R => R.det
  | .A2u, R => R 2 2
  | .B1u, R => swapSign R * R.det
  | .B2u, R => swapSign R * R 2 2
```

## (a) The gap matrix

Show that ΔΔ† = Δ†Δ = |d|²·1.

The Pauli matrices are Hermitian, anticommute and square to 1, so (d·σ)² = |d|² for real d. Hence

ΔΔ† = (d·σ) σy σy (d·σ) = |d|²

Δ†Δ = σy (d·σ)² σy = |d|².

Lean writes Δ out explicitly and compares entries; `d ⬝ᵥ d` is |d|².

```lean
/-- For real `d` the gap matrix satisfies `ΔΔ† = Δ†Δ = |d|²·1`. -/
theorem tripletGap_unitary (d : Fin 3 → ℝ) :
    tripletGap d * (tripletGap d)ᴴ = ((d ⬝ᵥ d : ℝ) : ℂ) • 1 ∧
    (tripletGap d)ᴴ * tripletGap d = ((d ⬝ᵥ d : ℝ) : ℂ) • 1 := by
  -- the explicit symmetric form of the gap matrix
  have h : tripletGap d = !![-(d 0 : ℂ) + Complex.I * d 1, (d 2 : ℂ);
      (d 2 : ℂ), (d 0 : ℂ) + Complex.I * d 1] := by
    ext i j
    fin_cases i <;> fin_cases j <;> apply Complex.ext <;>
      simp [tripletGap]
  rw [h]
  constructor <;> ext i j <;> fin_cases i <;> fin_cases j <;> apply Complex.ext <;>
    simp [Matrix.mul_apply, Fin.sum_univ_two, dotProduct, Fin.sum_univ_three] <;> ring
```

## (b) The square of the BdG matrix

Show that H² = (ξ² + |d|²)·1.

The diagonal blocks are ξ² + ΔΔ† and Δ†Δ + ξ². The off-diagonal blocks, ξΔ − Δξ and Δ†ξ − ξΔ†, vanish.

The proof turns on `fromBlocks_multiply`, which multiplies matrices block by block. The index type `Fin 2 ⊕ Fin 2` keeps the particle and hole blocks separate, so part (a) can be inserted whole. `congr 1` then leaves one equation per block, and `module` does the cancellation.

Since H is also Hermitian with trace zero, its eigenvalues are ±√(ξ² + |d|²), each counted twice. A numerical calculation can use this formula instead of diagonalising H, and can test an assembled H for real d by squaring it.

```lean
/-- The BdG matrix squares to `ξ² + |d|²` times the identity. -/
theorem bdg_sq (ξ : ℝ) (d : Fin 3 → ℝ) :
    bdg ξ d * bdg ξ d = ((ξ ^ 2 + d ⬝ᵥ d : ℝ) : ℂ) • 1 := by
  obtain ⟨h1, h2⟩ := tripletGap_unitary d
  rw [bdg, fromBlocks_multiply, h1, h2, ← fromBlocks_one, fromBlocks_smul, Complex.ofReal_add,
    Complex.ofReal_pow]
  congr 1 <;> simp only [Matrix.smul_mul, Matrix.mul_smul, Matrix.one_mul, Matrix.mul_one,
    Matrix.neg_mul, Matrix.mul_neg] <;> module
```

## (c) Zero modes

Show that Hv = 0 has a solution v ≠ 0 exactly when ξ = 0 and d = 0.

Applying H again gives (ξ² + |d|²)v = 0. Since v ≠ 0, the sum of squares is zero, and so is each term. Conversely, H is then the zero matrix and annihilates every vector.

```lean
/-- The BdG matrix has a zero-energy state exactly when `ξ` and `d` both vanish. -/
theorem zero_mode_iff (ξ : ℝ) (d : Fin 3 → ℝ) :
    (∃ v, v ≠ 0 ∧ bdg ξ d *ᵥ v = 0) ↔ ξ = 0 ∧ d = 0 := by
  constructor
  · rintro ⟨v, hv0, hv⟩
    -- apply the squared matrix to the zero mode
    have h : ((ξ ^ 2 + d ⬝ᵥ d : ℝ) : ℂ) • v = 0 := by
      calc ((ξ ^ 2 + d ⬝ᵥ d : ℝ) : ℂ) • v
          = (((ξ ^ 2 + d ⬝ᵥ d : ℝ) : ℂ) •
              (1 : Matrix (Fin 2 ⊕ Fin 2) (Fin 2 ⊕ Fin 2) ℂ)) *ᵥ v := by
            rw [Matrix.smul_mulVec, Matrix.one_mulVec]
        _ = 0 := by rw [← bdg_sq, ← Matrix.mulVec_mulVec, hv, Matrix.mulVec_zero]
    have hE : ξ ^ 2 + d ⬝ᵥ d = 0 := by
      exact_mod_cast (smul_eq_zero.mp h).resolve_right hv0
    have hd : 0 ≤ d ⬝ᵥ d := Finset.sum_nonneg fun i _ => mul_self_nonneg (d i)
    have hx := sq_nonneg ξ
    exact ⟨pow_eq_zero_iff two_ne_zero |>.mp (by linarith),
      dotProduct_self_eq_zero.mp (by linarith)⟩
  · rintro ⟨rfl, rfl⟩
    have h : bdg 0 0 = 0 := by simp [bdg, tripletGap]
    refine ⟨fun _ => 1, fun h1 => ?_, by rw [h, Matrix.zero_mulVec]⟩
    simpa using congrFun h1 (Sum.inl 0)
```

## (d) Products

Show that D4h is closed under products and that χⱼ(RS) = χⱼ(R)χⱼ(S).

Signs multiply, and two exchanges cancel, so RS is in D4h and s is multiplicative. So is Rzz, because z goes only to ±z, and so is the determinant. Lean treats the four combinations of kept and exchanged axes.

```lean
/-- D4h is closed under products, and each character is multiplicative on it. -/
theorem character_mul {R S : Matrix (Fin 3) (Fin 3) ℝ} (hR : R ∈ D4h) (hS : S ∈ D4h) :
    R * S ∈ D4h ∧ ∀ j, character j (R * S) = character j R * character j S := by
  have key : R * S ∈ D4h ∧ swapSign (R * S) = swapSign R * swapSign S ∧
      (R * S) 2 2 = R 2 2 * S 2 2 := by
    obtain ⟨a, b, c, ha, hb, hc, rfl | rfl⟩ := hR <;>
      obtain ⟨a', b', c', ha', hb', hc', rfl | rfl⟩ := hS <;>
      refine ⟨?_, by simp [swapSign, straight, swapped, Matrix.mul_apply, Fin.sum_univ_three,
        mul_pow, ha, ha', hb'], by simp [straight, swapped, Matrix.mul_apply,
        Fin.sum_univ_three]⟩
    · refine ⟨a * a', b * b', c * c', ?_, ?_, ?_, Or.inl ?_⟩ <;>
        first
        | simp [mul_pow, ha, hb, hc, ha', hb', hc']
        | (ext i j; fin_cases i <;> fin_cases j <;>
            simp [straight, Matrix.mul_apply, Fin.sum_univ_three])
    · refine ⟨a * a', b * b', c * c', ?_, ?_, ?_, Or.inr ?_⟩ <;>
        first
        | simp [mul_pow, ha, hb, hc, ha', hb', hc']
        | (ext i j; fin_cases i <;> fin_cases j <;>
            simp [straight, swapped, Matrix.mul_apply, Fin.sum_univ_three])
    · refine ⟨a * b', b * a', c * c', ?_, ?_, ?_, Or.inr ?_⟩ <;>
        first
        | simp [mul_pow, ha, hb, hc, ha', hb', hc']
        | (ext i j; fin_cases i <;> fin_cases j <;>
            simp [straight, swapped, Matrix.mul_apply, Fin.sum_univ_three])
    · refine ⟨a * b', b * a', c * c', ?_, ?_, ?_, Or.inl ?_⟩ <;>
        first
        | simp [mul_pow, ha, hb, hc, ha', hb', hc']
        | (ext i j; fin_cases i <;> fin_cases j <;>
            simp [straight, swapped, Matrix.mul_apply, Fin.sum_univ_three])
  obtain ⟨hm, hs, hz⟩ := key
  refine ⟨hm, fun j => ?_⟩
  cases j <;> simp only [character, Matrix.det_mul, hs, hz] <;> ring
```

## (e) Signs and parity

Show that χⱼ(R)² = 1 and χⱼ(−R) = −χⱼ(R).

On D4h, det R, Rzz and s are all ±1. Under R → −R the first two change sign and s does not; each character contains exactly one of the first two.

```lean
/-- On D4h each character squares to one, and it changes sign when `R` is combined with
inversion. -/
theorem character_sign_odd {R : Matrix (Fin 3) (Fin 3) ℝ} (hR : R ∈ D4h) (j : Channel) :
    character j R ^ 2 = 1 ∧ character j (-R) = -character j R := by
  constructor
  · obtain ⟨a, b, c, ha, hb, hc, rfl | rfl⟩ := hR <;> cases j <;>
      simp [character, swapSign, straight, swapped, Matrix.det_fin_three, mul_pow, ha, hb, hc]
  · cases j <;> simp only [character, swapSign, Matrix.det_fin_three, Matrix.neg_apply] <;> ring
```

## (f) Four different characters

Show that channels with equal characters coincide.

On a fourfold rotation about z and a twofold rotation about x, the characters take the values

A1u (1, 1), A2u (1, −1), B1u (−1, 1), B2u (−1, −1).

```lean
/-- Two channels whose characters agree on all of D4h are the same channel. -/
theorem character_distinct {i j : Channel} (h : ∀ R ∈ D4h, character i R = character j R) :
    i = j := by
  -- a fourfold rotation about z and a twofold rotation about x separate the channels
  have h1 := h (swapped (-1) 1 1) ⟨-1, 1, 1, by norm_num, by norm_num, by norm_num, Or.inr rfl⟩
  have h2 := h (straight 1 (-1) (-1))
    ⟨1, -1, -1, by norm_num, by norm_num, by norm_num, Or.inl rfl⟩
  cases i <;> cases j <;> first
    | rfl
    | (exfalso
       simp [character, swapSign, swapped, Matrix.det_fin_three] at h1
       norm_num at h1
       done)
    | (exfalso
       simp [character, swapSign, straight, Matrix.det_fin_three] at h2 <;> norm_num at h2
       done)
```

## (g) The transformation law

Show that det(R) R dⱼ(R⁻¹k) = χⱼ(R) dⱼ(k). The factor det(R) R appears because d rotates like spin, an axial vector.

For A1u, R R⁻¹k = k leaves det R. For A2u, d = k × z, and

det(R) R(R⁻¹k × z) = k × Rz = Rzz (k × z).

Let M = diag(1, −1, 0), so that RMR⁻¹ = sM. The B1u field is Mk and the B2u field is M(k × z), so each acquires an extra factor s.

Lean replaces R⁻¹ by Rᵀ and checks all sign choices.

```lean
/-- Under `d(k) ↦ det(R) R d(R⁻¹k)` with `R` in D4h, each field is multiplied by its character. -/
theorem gapField_transforms {R : Matrix (Fin 3) (Fin 3) ℝ} (hR : R ∈ D4h) (j : Channel)
    (k : Fin 3 → ℝ) :
    R.det • (R *ᵥ gapField j (R⁻¹ *ᵥ k)) = character j R • gapField j k := by
  -- the operations are orthogonal, so the inverse is the transpose
  have hinv : R⁻¹ = Rᵀ := by
    apply Matrix.inv_eq_right_inv
    obtain ⟨a, b, c, ha, hb, hc, rfl | rfl⟩ := hR <;> ext i j <;> fin_cases i <;>
      fin_cases j <;>
      simp [straight, swapped, Matrix.mul_apply, Fin.sum_univ_three, ← sq, ha, hb, hc]
  rw [hinv]
  obtain ⟨a, b, c, ha, hb, hc, rfl | rfl⟩ := hR <;>
    replace ha : a = 1 ∨ a = -1 := mul_self_eq_one_iff.mp (by linarith) <;>
    replace hb : b = 1 ∨ b = -1 := mul_self_eq_one_iff.mp (by linarith) <;>
    cases j <;> ext i <;> fin_cases i <;>
    simp [-Matrix.mulVec_mulVec, gapField, character, swapSign, straight, swapped,
      Matrix.det_fin_three,
      Matrix.mulVec, dotProduct, Fin.sum_univ_three] <;>
    replace hc : c = 1 ∨ c = -1 := mul_self_eq_one_iff.mp (by linarith) <;>
    rcases ha with rfl | rfl <;> rcases hb with rfl | rfl <;> rcases hc with rfl | rfl <;>
    first | ring1 | norm_num
```

## (h) Nodes of the triplet fields

Find the zero modes for |k| = 1.

By (c), they need ξ = 0 and dⱼ(k) = 0. For A1u, d = k ≠ 0, so there are none. The other fields vanish exactly when kx = ky = 0, that is, at k = (0, 0, ±1).

For A2u, B1u and B2u, the law in (g) forces these nodes on every field of the channel. At a pole, the fourfold rotation about z gives Rd = −d for B1u and B2u, so d = 0. For A2u it gives Rd = d, so d is along z; the mirror y ↦ −y, with χ = 1, then gives −d = d. For A1u, the absence of nodes belongs to the chosen field: (kx, ky, 0) also transforms as A1u, yet vanishes at the poles. On a spherical Fermi surface, a k grid that misses the poles gives a nonzero minimum of |d(k)| for the A2u, B1u and B2u fields, although they have nodes.

```lean
/-- On the unit sphere a zero-energy state exists exactly when `ξ = 0`, the channel is not A1u,
and `k` is one of the two poles. -/
theorem triplet_nodes (ξ : ℝ) (j : Channel) {k : Fin 3 → ℝ} (hk : k ⬝ᵥ k = 1) :
    (∃ v, v ≠ 0 ∧ bdg ξ (gapField j k) *ᵥ v = 0) ↔
      ξ = 0 ∧ j ≠ .A1u ∧ (k = ![0, 0, 1] ∨ k = ![0, 0, -1]) := by
  rw [zero_mode_iff]
  refine and_congr_right fun _ => ?_
  -- the poles are the points of the sphere with kx = ky = 0
  have axis : (k 0 = 0 ∧ k 1 = 0) ↔ (k = ![0, 0, 1] ∨ k = ![0, 0, -1]) := by
    constructor
    · rintro ⟨h0, h1⟩
      simp only [dotProduct, Fin.sum_univ_three, h0, h1] at hk
      have h2 : k 2 = 1 ∨ k 2 = -1 := mul_self_eq_one_iff.mp (by linarith)
      rcases h2 with h2 | h2
      · left; ext i; fin_cases i <;> simp [h0, h1, h2]
      · right; ext i; fin_cases i <;> simp [h0, h1, h2]
    · rintro (h | h) <;> simp [h]
  rw [← axis]
  cases j with
  | A1u =>
    constructor
    · intro h
      have h' : k = 0 := h
      rw [h'] at hk
      simp at hk
    · rintro ⟨h, _⟩
      exact absurd rfl h
  | _ =>
    constructor
    · intro h
      have h0 := congrFun h 0
      have h1 := congrFun h 1
      simp [gapField] at h0 h1
      refine ⟨by simp, ?_, ?_⟩ <;> assumption
    · rintro ⟨_, h0, h1⟩
      ext i
      fin_cases i <;> simp [gapField, h0, h1]
```

## (i) A mirror-odd scalar gap

Let g be a real function with g(kx, ky, −kz) = −g(k). Show that g = 0 wherever kz = 0.

The mirror fixes such a k, so g(k) = −g(k). On the unit sphere these points form the equator.

```lean
/-- A scalar gap that is odd under the mirror `kz ↦ -kz` vanishes on the whole plane `kz = 0`. -/
theorem mirror_odd_line_node (g : (Fin 3 → ℝ) → ℝ)
    (hg : ∀ k, g (straight 1 1 (-1) *ᵥ k) = -g k) {k : Fin 3 → ℝ} (hk : k 2 = 0) :
    g k = 0 := by
  -- points of the mirror plane are fixed by the mirror
  have hfix : straight 1 1 (-1) *ᵥ k = k := by
    ext i
    fin_cases i <;> simp [straight, Matrix.mulVec, dotProduct, Fin.sum_univ_three, hk]
  have h := hg k
  rw [hfix] at h
  linarith
```

## (j) A nonzero example

Check that g = kx kz is mirror-odd and not identically zero.

Reversing kz reverses the product. At (1, 0, 1) it equals 1; at the normalised point (1, 0, 1)/√2 it equals 1/2.

```lean
/-- The scalar gap `kx kz` is odd under the mirror `kz ↦ -kz` and equals one at `(1, 0, 1)`. -/
theorem mirror_odd_witness :
    (∀ k : Fin 3 → ℝ, (straight 1 1 (-1) *ᵥ k) 0 * (straight 1 1 (-1) *ᵥ k) 2 = -(k 0 * k 2)) ∧
    (![1, 0, 1] : Fin 3 → ℝ) 0 * (![1, 0, 1] : Fin 3 → ℝ) 2 = 1 := by
  constructor
  · intro k
    simp [straight, Matrix.mulVec, dotProduct, Fin.sum_univ_three]
  · simp

end

end TripletGapInvariants
```

```lean
#print axioms TripletGapInvariants.character_distinct
#print axioms TripletGapInvariants.gapField_transforms
#print axioms TripletGapInvariants.triplet_nodes
#print axioms TripletGapInvariants.mirror_odd_line_node
```

```
'TripletGapInvariants.character_distinct' depends on axioms: [propext, Classical.choice, Quot.sound]
'TripletGapInvariants.gapField_transforms' depends on axioms: [propext, Classical.choice, Quot.sound]
'TripletGapInvariants.triplet_nodes' depends on axioms: [propext, Classical.choice, Quot.sound]
'TripletGapInvariants.mirror_odd_line_node' depends on axioms: [propext, Classical.choice, Quot.sound]
```
